# An error bound for the closure approximation to the Raman polarizability at large detuning

## An x-ray pulse far from the core edge

An x-ray pulse can change the valence state of a molecule by way of short-lived core-excited states. If it is detuned far from all of them, their individual energies should hardly matter. How large is the error if they are ignored?

Let $D$ be the dipole operator from valence states to core-excited states, and $H$ the core-excited Hamiltonian measured from a reference energy. Let $z$ be the photon energy plus the initial-state energy, measured from the same reference; it may be complex. The resonant Raman term is
$$\alpha(z)=D^\dagger (z-H)^{-1}D .$$
The closure approximation replaces $z\,\alpha(z)$ by $D^\dagger D$, which does not contain $H$.

## The bound and its assumptions

If $\|H\|\le w<|z|$, then
$$\|z\,\alpha(z)-D^\dagger D\|\le \frac{\|D\|^2\,w}{|z|-w}.$$

This is `closure_bound`. The valence space `V` and the core-excited space `C` are complex Hilbert spaces of any dimension, and `D` and `H` are bounded operators. A bounded `H` stands for a finite energy window of core-excited states; the error from leaving out states beyond the window is not part of the bound. It need not be Hermitian, so effective Hamiltonians with lifetime widths are included. The same `D` appears in absorption and emission, which fixes one polarization, and the non-resonant term is left out.

For localization, read `V` as a one-particle space, for instance that of a valence hole which a core electron fills. Let $K$ be the space spanned by the orbitals of one atom. The hypothesis `hD` says that $D$ vanishes on everything orthogonal to $K$. This idealises the small overlap of a compact core orbital with distant orbitals. Then $D^\dagger D$ maps every state into $K$, and so does $\alpha(z)$: localization does not need the closure limit. What closure removes is the dependence on $H$.

## From the resolvent identity to the bound

Write $z-H=z(1-H/z)$. Since $\|H/z\|<1$, the geometric series inverts the bracket, and $R=(z-H)^{-1}$ exists. From $(z-H)R=1$,
$$zR=1+HR .$$
Taking norms gives $|z|\|R\|\le 1+w\|R\|$, hence $\|R\|\le 1/(|z|-w)$. Multiplying the identity by $D^\dagger$ on the left and $D$ on the right gives the exact correction
$$z\,\alpha(z)-D^\dagger D=D^\dagger HRD .$$
Its norm is at most $\|D\|\,w\,\|R\|\,\|D\|$, which is the bound.

- **Any reference energy.** Since $z-H=(z-c)-(H-c)$, the bound holds with $z-c$ and $\|H-c\|$ in place of $z$ and $w$, if $\|H-c\|<|z-c|$.
- **Equality.** For $H=w\ge0$ and real $z=x>w$, the correction is $\frac{w}{x-w}D^\dagger D$. As $\|D^\dagger D\|=\|D\|^2$, the bound is attained.
- **Limit.** With $w=\|H\|$ fixed, the right side tends to zero as $|z|\to\infty$.
- **Localization.** For $u\in K^\perp$, $\langle u,D^\dagger y\rangle=\langle Du,y\rangle=0$, so $D^\dagger y\in K^{\perp\perp}=K$.
- **Silent orbitals.** $\langle\varphi,D^\dagger D\chi\rangle=\langle D\varphi,D\chi\rangle$. This vanishes for all $\chi$ exactly when $D\varphi=0$; take $\chi=\varphi$.

## Closure in a calculation

One way to apply $\alpha(z)$ to a state $\psi$ is to solve $(z-H)y=D\psi$ for each $z$ and form $D^\dagger y$. Closure replaces the solve by division by $z-c$. For Hermitian $H$, putting $c$ midway between the lowest and highest core-excited energies makes $\|H-c\|$ half their spread. If this half-spread is 2 eV and $|z-c|=22$ eV, the error in $(z-c)\,\alpha(z)$ is at most 10% of $\|D^\dagger D\|$.

Inserting the resolvent identity into itself gives the next order, which is not proved in the Lean file:
$$\Big\|z\,\alpha(z)-D^\dagger D-\tfrac1z D^\dagger HD\Big\|\le\frac{\|D\|^2w^2}{|z|(|z|-w)} .$$

## The Lean file

```lean
import Mathlib

open Filter Topology
open ContinuousLinearMap (adjoint)

namespace RamanClosure

noncomputable section

variable {V C : Type*}
  [NormedAddCommGroup V] [InnerProductSpace ℂ V] [CompleteSpace V]
  [NormedAddCommGroup C] [InnerProductSpace ℂ C] [CompleteSpace C]

/-- The resolvent `(z - H)⁻¹` of the core-excited Hamiltonian, for `z` outside the
spectrum of `H`. -/
def coreResolvent (H : C →L[ℂ] C) (z : ℂ) : C →L[ℂ] C :=
  Ring.inverse (z • (1 : C →L[ℂ] C) - H)

/-- The Raman polarizability `α(z) = D† (z - H)⁻¹ D`, for `z` outside the spectrum of `H`;
the dipole operator `D` takes valence states to core-excited states. -/
def ramanPolarizability (D : V →L[ℂ] C) (H : C →L[ℂ] C) (z : ℂ) : V →L[ℂ] V :=
  adjoint D ∘L coreResolvent H z ∘L D

/-- The closure operator `D† D`. -/
def closureOperator (D : V →L[ℂ] C) : V →L[ℂ] V :=
  adjoint D ∘L D

/-- If `|z|` exceeds the norm of the core-excited Hamiltonian, `z - H` is invertible. -/
theorem isUnit_detuning {H : C →L[ℂ] C} {z : ℂ} (h : ‖H‖ < ‖z‖) :
    IsUnit (z • (1 : C →L[ℂ] C) - H) := by
  have hpos : 0 < ‖z‖ := lt_of_le_of_lt (norm_nonneg _) h
  have hz0 : z ≠ 0 := norm_pos_iff.1 hpos
  have ht : ‖z⁻¹ • H‖ < 1 := by
    rw [norm_smul, norm_inv, inv_mul_lt_iff₀ hpos, mul_one]
    exact h
  -- the geometric series inverts `1 - H / z`
  have hu : IsUnit (1 - z⁻¹ • H) := (Units.oneSub _ ht).isUnit
  have hz : IsUnit (z • (1 : C →L[ℂ] C)) :=
    ⟨⟨z • 1, z⁻¹ • 1,
      by rw [smul_mul_smul_comm, mul_inv_cancel₀ hz0, one_smul, one_mul],
      by rw [smul_mul_smul_comm, inv_mul_cancel₀ hz0, one_smul, one_mul]⟩, rfl⟩
  have hm := hz.mul hu
  rwa [smul_mul_assoc, one_mul, smul_sub, smul_smul, mul_inv_cancel₀ hz0, one_smul] at hm

/-- The resolvent identity `z R = 1 + H R` for `R = (z - H)⁻¹`, when `‖H‖ < |z|`. -/
theorem smul_coreResolvent {H : C →L[ℂ] C} {z : ℂ} (h : ‖H‖ < ‖z‖) :
    z • coreResolvent H z = 1 + H * coreResolvent H z := by
  have hc : (z • (1 : C →L[ℂ] C) - H) * coreResolvent H z = 1 :=
    Ring.mul_inverse_cancel _ (isUnit_detuning h)
  rw [sub_mul, smul_mul_assoc, one_mul] at hc
  exact sub_eq_iff_eq_add.1 hc

/-- The resolvent is at most `1 / (|z| - w)` in norm when `‖H‖ ≤ w < |z|`. -/
theorem norm_coreResolvent_le {H : C →L[ℂ] C} {z : ℂ} {w : ℝ}
    (hH : ‖H‖ ≤ w) (hz : w < ‖z‖) : ‖coreResolvent H z‖ ≤ 1 / (‖z‖ - w) := by
  have h1 : ‖(1 : C →L[ℂ] C)‖ ≤ 1 :=
    ContinuousLinearMap.opNorm_le_bound _ zero_le_one (fun x => by simp)
  have h2 : ‖z‖ * ‖coreResolvent H z‖ ≤ 1 + w * ‖coreResolvent H z‖ := by
    rw [← norm_smul, smul_coreResolvent (hH.trans_lt hz)]
    refine (norm_add_le _ _).trans (add_le_add h1 ((norm_mul_le _ _).trans ?_))
    exact mul_le_mul_of_nonneg_right hH (norm_nonneg _)
  rw [le_div_iff₀ (sub_pos.2 hz)]
  linarith

/-- The exact correction to closure when `‖H‖ < |z|`: `z α(z) - D† D = D† H (z - H)⁻¹ D`. -/
theorem closure_correction (D : V →L[ℂ] C) {H : C →L[ℂ] C} {z : ℂ} (h : ‖H‖ < ‖z‖) :
    z • ramanPolarizability D H z - closureOperator D
      = adjoint D ∘L (H * coreResolvent H z) ∘L D := by
  ext x
  have hx : z • coreResolvent H z (D x) = D x + H (coreResolvent H z (D x)) :=
    DFunLike.congr_fun (smul_coreResolvent h) (D x)
  have h2 := congrArg (fun y => adjoint D y) hx
  simp only [map_smul, map_add] at h2
  change z • adjoint D (coreResolvent H z (D x)) - adjoint D (D x)
    = adjoint D (H (coreResolvent H z (D x)))
  rw [h2, add_sub_cancel_left]

/-- **Closure bound for the Raman polarizability.** If `‖H‖ ≤ w < |z|`, then `z α(z)` differs
from `D† D` by at most `‖D‖² w / (|z| - w)` in operator norm. -/
theorem closure_bound (D : V →L[ℂ] C) {H : C →L[ℂ] C} {z : ℂ} {w : ℝ}
    (hH : ‖H‖ ≤ w) (hz : w < ‖z‖) :
    ‖z • ramanPolarizability D H z - closureOperator D‖ ≤ ‖D‖ ^ 2 * w / (‖z‖ - w) := by
  have hHR : ‖H * coreResolvent H z‖ ≤ w * (1 / (‖z‖ - w)) :=
    (norm_mul_le _ _).trans (mul_le_mul hH (norm_coreResolvent_le hH hz)
      (norm_nonneg _) ((norm_nonneg _).trans hH))
  have hD : ‖adjoint D‖ = ‖D‖ := LinearIsometryEquiv.norm_map _ _
  rw [closure_correction D (hH.trans_lt hz)]
  calc ‖adjoint D ∘L (H * coreResolvent H z) ∘L D‖
      ≤ ‖adjoint D‖ * ‖(H * coreResolvent H z) ∘L D‖ :=
        ContinuousLinearMap.opNorm_comp_le _ _
    _ ≤ ‖adjoint D‖ * (‖H * coreResolvent H z‖ * ‖D‖) :=
        mul_le_mul_of_nonneg_left (ContinuousLinearMap.opNorm_comp_le _ _) (norm_nonneg _)
    _ ≤ ‖D‖ * (w * (1 / (‖z‖ - w)) * ‖D‖) := by
        rw [hD]
        exact mul_le_mul_of_nonneg_left
          (mul_le_mul_of_nonneg_right hHR (norm_nonneg _)) (norm_nonneg _)
    _ = ‖D‖ ^ 2 * w / (‖z‖ - w) := by ring

/-- The closure bound with a shifted reference energy: for any `c` with `‖H - c‖ < |z - c|`, `z - c`
and `‖H - c‖` take the places of `z` and `w`. -/
theorem closure_bound_reference (D : V →L[ℂ] C) {H : C →L[ℂ] C} {z c : ℂ}
    (h : ‖H - c • (1 : C →L[ℂ] C)‖ < ‖z - c‖) :
    ‖(z - c) • ramanPolarizability D H z - closureOperator D‖
      ≤ ‖D‖ ^ 2 * ‖H - c • (1 : C →L[ℂ] C)‖ / (‖z - c‖ - ‖H - c • (1 : C →L[ℂ] C)‖) := by
  -- moving the zero of energy leaves the polarizability unchanged
  have hs : (z - c) • (1 : C →L[ℂ] C) - (H - c • (1 : C →L[ℂ] C)) = z • 1 - H := by
    module
  have hb := closure_bound D le_rfl h
  unfold ramanPolarizability coreResolvent at hb ⊢
  rwa [hs] at hb

/-- The closure bound is attained when `H` is `w ≥ 0` times the identity and `z` is a real energy
`x` above `w`. -/
theorem closure_bound_sharp (D : V →L[ℂ] C) {w x : ℝ} (hw : 0 ≤ w) (hx : w < x) :
    ‖(x : ℂ) • ramanPolarizability D ((w : ℂ) • (1 : C →L[ℂ] C)) x - closureOperator D‖
      = ‖D‖ ^ 2 * w / (x - w) := by
  have hH : ‖(w : ℂ) • (1 : C →L[ℂ] C)‖ < ‖(x : ℂ)‖ := by
    have h1 : ‖(1 : C →L[ℂ] C)‖ ≤ 1 :=
      ContinuousLinearMap.opNorm_le_bound _ zero_le_one (fun x => by simp)
    rw [norm_smul, Complex.norm_real, Complex.norm_real, Real.norm_of_nonneg hw,
      Real.norm_of_nonneg (hw.trans hx.le)]
    linarith [mul_le_mul_of_nonneg_left h1 hw]
  have hxw : (x : ℂ) - w ≠ 0 := by exact_mod_cast (sub_pos.2 hx).ne'
  have h := smul_coreResolvent hH
  rw [smul_mul_assoc, one_mul] at h
  -- the resolvent is the number `1 / (x - w)`
  have hR := (eq_inv_smul_iff₀ hxw).2
    (show ((x : ℂ) - w) • coreResolvent ((w : ℂ) • (1 : C →L[ℂ] C)) x = 1 by
      rw [sub_smul, h, add_sub_cancel_right])
  have key : (x : ℂ) • ramanPolarizability D ((w : ℂ) • (1 : C →L[ℂ] C)) x
      - closureOperator D = ((w : ℂ) / (x - w)) • closureOperator D := by
    rw [closure_correction D hH, hR, smul_mul_smul_comm, one_mul, ← div_eq_mul_inv]
    ext y
    change adjoint D (((w : ℂ) / (x - w)) • D y) = ((w : ℂ) / (x - w)) • adjoint D (D y)
    exact map_smul _ _ _
  have hn : ‖(w : ℂ) / (x - w)‖ = w / (x - w) := by
    rw [← Complex.ofReal_sub, ← Complex.ofReal_div, Complex.norm_real,
      Real.norm_of_nonneg (div_nonneg hw (sub_pos.2 hx).le)]
  rw [key, norm_smul, hn, closureOperator, ContinuousLinearMap.norm_adjoint_comp_self]
  ring

/-- The closure limit: `z α(z)` tends to `D† D` in operator norm as `|z| → ∞`. -/
theorem closure_limit (D : V →L[ℂ] C) (H : C →L[ℂ] C) :
    Tendsto (fun z : ℂ => z • ramanPolarizability D H z) (Bornology.cobounded ℂ)
      (𝓝 (closureOperator D)) := by
  have hn : Tendsto (fun z : ℂ => ‖z‖) (Bornology.cobounded ℂ) atTop :=
    tendsto_norm_cobounded_atTop
  have hd : Tendsto (fun z : ℂ => ‖z‖ - ‖H‖) (Bornology.cobounded ℂ) atTop := by
    simpa only [sub_eq_add_neg] using tendsto_atTop_add_const_right _ (-‖H‖) hn
  rw [tendsto_iff_norm_sub_tendsto_zero]
  refine squeeze_zero' (Eventually.of_forall fun z => norm_nonneg _) ?_
    (hd.const_div_atTop (‖D‖ ^ 2 * ‖H‖))
  filter_upwards [hn.eventually_gt_atTop ‖H‖] with z hz
  exact closure_bound D le_rfl hz

/-- If the dipole operator annihilates every state orthogonal to a space `K` of atomic
orbitals, then `α(z)` and `D† D` both send every valence state into `K`. -/
theorem excitation_localized (D : V →L[ℂ] C) (H : C →L[ℂ] C) (z : ℂ)
    (K : Submodule ℂ V) [K.HasOrthogonalProjection] (hD : ∀ u ∈ Kᗮ, D u = 0) (x : V) :
    ramanPolarizability D H z x ∈ K ∧ closureOperator D x ∈ K := by
  -- the range of `D†` is orthogonal to the kernel of `D`
  have hK : ∀ y : C, adjoint D y ∈ K := by
    intro y
    have hy : adjoint D y ∈ Kᗮᗮ := by
      rw [Submodule.mem_orthogonal]
      intro u hu
      rw [ContinuousLinearMap.adjoint_inner_right, hD u hu, inner_zero_left]
    rwa [K.orthogonal_orthogonal] at hy
  exact ⟨hK _, hK _⟩

/-- The matrix elements of `D† D` between an orbital `φ` and all valence states vanish exactly
when the dipole operator annihilates `φ`. -/
theorem closure_row_eq_zero_iff (D : V →L[ℂ] C) (φ : V) :
    (∀ χ : V, inner ℂ φ (closureOperator D χ) = 0) ↔ D φ = 0 := by
  have hin : ∀ χ : V, inner ℂ φ (closureOperator D χ) = inner ℂ (D φ) (D χ) :=
    fun χ => ContinuousLinearMap.adjoint_inner_right D φ (D χ)
  constructor
  · intro h
    have h0 := h φ
    rw [hin] at h0
    exact inner_self_eq_zero.1 h0
  · intro h χ
    rw [hin, h, inner_zero_left]

end

end RamanClosure
```

```lean
#print axioms RamanClosure.closure_bound
#print axioms RamanClosure.closure_bound_reference
#print axioms RamanClosure.excitation_localized
#print axioms RamanClosure.closure_row_eq_zero_iff
```

```
'RamanClosure.closure_bound' depends on axioms: [propext, Classical.choice, Quot.sound]
'RamanClosure.closure_bound_reference' depends on axioms: [propext, Classical.choice, Quot.sound]
'RamanClosure.excitation_localized' depends on axioms: [propext, Classical.choice, Quot.sound]
'RamanClosure.closure_row_eq_zero_iff' depends on axioms: [propext, Classical.choice, Quot.sound]
```

## How the proof follows the derivation

`isUnit_detuning` takes the geometric series from `Units.oneSub` and multiplies by the invertible scalar $z$. This matters because `Ring.inverse` returns zero for a non-invertible operator. `smul_coreResolvent` is the resolvent identity, and `norm_coreResolvent_le` takes its norm and rearranges with `linarith`.

`closure_correction` applies the identity to the vector `D x` and then applies $D^\dagger$. The `calc` block in `closure_bound` splits the norm of the product into its factors.

In `closure_bound_reference`, `module` proves that the shift leaves $z-H$ unchanged. `closure_bound_sharp` first finds the resolvent as a number, then computes the correction in `key`. `closure_limit` squeezes the error between zero and the bound, which is available once $|z|>\|H\|$.

`excitation_localized` uses $K^{\perp\perp}=K$, supplied by the assumption that $K$ has an orthogonal projection; every finite set of orbitals spans such a space. `closure_row_eq_zero_iff` moves $D^\dagger$ across the inner product and sets $\chi=\varphi$.
